# For a driven spin one-half, the amplitude ratio b/a obeys a Riccati equation wherever a is nonzero

Q: A spin one-half in a time-dependent field has two complex amplitudes, $a$ for spin up and $b$ for spin down, and I want an equation of motion for their ratio. Your formal version imposes the Schrödinger equation at one instant $t$. Physics happens over an interval, so why choose an instant?

A: Because the ratio $b/a$ may exist at some times and not at others. The spin can pass through pure spin down, where $a=0$. With a statement at one instant, the condition on $a$ is needed only at that instant. If the equation holds throughout an interval on which $a$ is nonzero, you apply the theorem at each time in it.

```lean
import Mathlib

open Matrix Complex
open scoped ComplexConjugate

namespace SpinPrecessionRiccati

noncomputable section
```

Q: Which Hamiltonian do you use, and in what units?

A: With $\hbar=1$ it is $H=\tfrac12\,\mathbf B\cdot\boldsymbol\sigma$, where $\boldsymbol\sigma$ is the vector of Pauli matrices. The letter $\mathbf B$ needs a warning: it is an angular-frequency vector and not a field in tesla. For a spin $\mathbf S$ with magnetic moment $\gamma\mathbf S$, where $\gamma$ is the gyromagnetic ratio, in a magnetic field $\mathbf B_{\mathrm{mag}}$, it is $\mathbf B=-\gamma\mathbf B_{\mathrm{mag}}$. Lean numbers the axes from zero, so `B t 0`, `B t 1` and `B t 2` are $B_x$, $B_y$ and $B_z$ at time $t$.

```lean
/-- The three Pauli matrices, in the order x, y, z. -/
def pauli : Fin 3 → Matrix (Fin 2) (Fin 2) ℂ :=
  ![!![0, 1; 1, 0], !![0, -I; I, 0], !![1, 0; 0, -1]]

/-- The Hamiltonian `B·σ/2` of a spin one-half in a real field `B`. -/
def hamiltonian (B : Fin 3 → ℝ) : Matrix (Fin 2) (Fin 2) ℂ :=
  (1 / 2 : ℂ) • ∑ k, (B k : ℂ) • pauli k
```

Q: Where is the time derivative, and where is the assumption that the spinor is differentiable?

A: Both sit in `HasDerivAt`, which says that a function has a derivative at a point and that the derivative is the given value. The textbook equation $i\psi'=H\psi$ is multiplied by $-i$ to give $\psi'=-iH\psi$. The amplitudes $a$ and $b$ are `ψ t 0` and `ψ t 1`.

```lean
/-- The spinor `ψ` obeys `i ψ' = (B·σ/2) ψ` at time `t`, written as `ψ' = -i (B·σ/2) ψ`. -/
def SolvesSchrodinger (B : ℝ → Fin 3 → ℝ) (ψ : ℝ → Fin 2 → ℂ) (t : ℝ) : Prop :=
  HasDerivAt ψ (-I • (hamiltonian (B t) *ᵥ ψ t)) t
```

Q: The spinor isn't normalised, and nothing is said about how smooth the field is.

A: Neither is needed. The ratio doesn't change when $\psi$ is multiplied by a constant, and only the value of $\mathbf B$ at time $t$ enters. The field is real by its type, `ℝ → Fin 3 → ℝ`. The existence of a solution is assumed when you supply $\psi$; it isn't derived.

Q: Then state the target equation.

A: Write $z=b/a$. This $z$ is a complex number and has nothing to do with the axis label in $B_z$. The claim is

$$i z'=\frac{B_x+iB_y}{2}-B_z z-\frac{B_x-iB_y}{2}\,z^2 .$$

The definition again solves for the derivative, so differentiability of $z$ is part of what gets proved.

```lean
/-- The complex function `z` obeys `i z' = (Bx + i By)/2 - Bz z - (Bx - i By) z²/2` at time `t`,
written as an equation for `z'`. -/
def SolvesRiccati (B : ℝ → Fin 3 → ℝ) (z : ℝ → ℂ) (t : ℝ) : Prop :=
  HasDerivAt z (-I * ((B t 0 + I * B t 1) / 2 - B t 2 * z t
    - (B t 0 - I * B t 1) / 2 * z t ^ 2)) t
```

Q: I think of a spin as an arrow. Where is the arrow?

A: It is the Bloch vector

$$\mathbf n=\frac{1}{1+|z|^2}\bigl(2\,\mathrm{Re}\,z,\;2\,\mathrm{Im}\,z,\;1-|z|^2\bigr).$$

Its length is one, since $4|z|^2+(1-|z|^2)^2=(1+|z|^2)^2$. Lean's `normSq z` is $|z|^2$. Spin up is $z=0$, and spin down corresponds to no finite $z$. Many texts project from the north pole; here the projection is from the south pole.

```lean
/-- The point of the unit sphere with stereographic coordinate `z`. -/
def bloch (z : ℂ) : Fin 3 → ℝ :=
  ![2 * z.re / (1 + normSq z), 2 * z.im / (1 + normSq z), (1 - normSq z) / (1 + normSq z)]
```

Q: Now derive the Riccati equation as I would do it.

A: First let the matrix act on the spinor:

$$H\psi=\frac12\begin{pmatrix}B_z a+(B_x-iB_y)b\\(B_x+iB_y)a-B_z b\end{pmatrix}.$$

The next lemma is this line. Its proof takes the two components in turn, expands the sum over Pauli matrices and collects terms.

```lean
/-- The action of `B·σ/2` on a spinor, in components. -/
theorem hamiltonian_mulVec (B : Fin 3 → ℝ) (ψ : Fin 2 → ℂ) :
    hamiltonian B *ᵥ ψ = ![(B 2 * ψ 0 + (B 0 - I * B 1) * ψ 1) / 2,
      ((B 0 + I * B 1) * ψ 0 - B 2 * ψ 1) / 2] := by
  ext i
  fin_cases i <;>
    simp [hamiltonian, pauli, Fin.sum_univ_three, Matrix.mulVec, dotProduct,
      Fin.sum_univ_two] <;> ring
```

The Schrödinger equation is therefore the pair

$$i a'=\tfrac12\bigl[B_z a+(B_x-iB_y)b\bigr],\qquad i b'=\tfrac12\bigl[(B_x+iB_y)a-B_z b\bigr].$$

In Lean the step from one vector equation to two scalar ones is `hasDerivAt_pi`: a vector-valued function has a given derivative exactly when each component does.

```lean
/-- The Schrödinger equation of the driven spin is a pair of coupled equations for the
two amplitudes. -/
theorem solvesSchrodinger_iff (B : ℝ → Fin 3 → ℝ) (ψ : ℝ → Fin 2 → ℂ) (t : ℝ) :
    SolvesSchrodinger B ψ t ↔
      HasDerivAt (fun s => ψ s 0)
        (-I * ((B t 2 * ψ t 0 + (B t 0 - I * B t 1) * ψ t 1) / 2)) t ∧
      HasDerivAt (fun s => ψ s 1)
        (-I * (((B t 0 + I * B t 1) * ψ t 0 - B t 2 * ψ t 1) / 2)) t := by
  unfold SolvesSchrodinger
  rw [hamiltonian_mulVec, hasDerivAt_pi, Fin.forall_fin_two]
  exact Iff.rfl
```

Next comes the quotient rule, $z'=b'/a-z\,a'/a$. Multiply by $i$ and insert the pair, with $b=za$:

$$i z'=\tfrac12\bigl[(B_x+iB_y)-B_z z\bigr]-\tfrac12 z\bigl[B_z+(B_x-iB_y)z\bigr].$$

The two terms in $B_z z$ add up, and the result is the Riccati equation. The quadratic term comes from the change of the denominator $a$.

Q: And the Lean proof does the same?

A: Yes. `fun_div` is the quotient rule, and it uses the hypothesis `ψ t 0 ≠ 0`. It returns the derivative in its own form, and `congr_deriv` asks for a proof that this equals the form we want. `field_simp` clears the denominators and `ring` checks the remaining polynomial identity.

```lean
/-- **Riccati form of precession.** If the spinor `(a, b)` solves the Schrödinger equation at
time `t` and `a` does not vanish there, the ratio `b/a` solves the Riccati equation at `t`. -/
theorem riccati_of_schrodinger {B : ℝ → Fin 3 → ℝ} {ψ : ℝ → Fin 2 → ℂ} {t : ℝ}
    (hψ : SolvesSchrodinger B ψ t) (ha : ψ t 0 ≠ 0) :
    SolvesRiccati B (fun s => ψ s 1 / ψ s 0) t := by
  obtain ⟨h0, h1⟩ := (solvesSchrodinger_iff B ψ t).1 hψ
  -- quotient rule
  refine (h1.fun_div h0 ha).congr_deriv ?_
  field_simp
  ring
```

Q: What happens if I drop the condition $a\neq0$?

A: Take a constant field $\Omega\neq0$ along x and the spinor

$$a=\cos(\Omega t/2),\qquad b=-i\sin(\Omega t/2).$$

It is normalised and solves the Schrödinger equation at all times. At $t=\pi/\Omega$ we have $a=0$, and $|b/a|$ grows without bound as that time is approached. Lean sets a quotient by zero to zero, but that value doesn't make the ratio continuous there, let alone differentiable. So it isn't enough for $a$ to be nonzero at all other times near $t$. Nothing dramatic happens to the spin, which simply points down at that moment; it is the coordinate $z$ that fails.

Q: You have thrown away the norm and the overall phase. Can I get them back?

A: Yes, if you know $a$ at one time. You then solve one more equation, which is linear in $a$ once $z$ is known:

$$i a'=\tfrac12\bigl[B_z+(B_x-iB_y)z\bigr]a .$$

Set $b=az$. The first Schrödinger equation is then this one rewritten. For the second, the product rule gives

$$i(az)'=\tfrac12\bigl[B_z+(B_x-iB_y)z\bigr]az+a\Bigl[\tfrac12(B_x+iB_y)-B_z z-\tfrac12(B_x-iB_y)z^2\Bigr].$$

The quadratic terms cancel and half of the $B_z$ term survives, which leaves $\tfrac12[(B_x+iB_y)a-B_z\,az]$, as required.

The Lean proof splits the goal into these two components. The first follows from the hypothesis on $a$, the second from the product rule `fun_mul`, and `ring` does the cancellation. Both equations are assumed at the same instant, and the conclusion holds at that instant.

```lean
/-- Conversely, if `z` solves the Riccati equation and the amplitude `a` obeys
`i a' = (Bz + (Bx - i By) z) a/2`, then the spinor `(a, a z)` solves the Schrödinger equation. -/
theorem schrodinger_of_riccati {B : ℝ → Fin 3 → ℝ} {a z : ℝ → ℂ} {t : ℝ}
    (hz : SolvesRiccati B z t)
    (ha : HasDerivAt a (-I * ((B t 2 + (B t 0 - I * B t 1) * z t) / 2 * a t)) t) :
    SolvesSchrodinger B (fun s => ![a s, a s * z s]) t := by
  unfold SolvesRiccati at hz
  rw [solvesSchrodinger_iff]
  refine ⟨ha.congr_deriv ?_, (ha.fun_mul hz).congr_deriv ?_⟩
  · simp only [Matrix.cons_val_zero, Matrix.cons_val_one]
    ring
  · simp only [Matrix.cons_val_zero, Matrix.cons_val_one]
    ring
```

Q: So far $\mathbf n$ is only a formula in $z$. Why should I believe that it is the measured spin direction?

A: Compute the expectation values. With $b=za$,

$$\langle\psi|\sigma_x|\psi\rangle=2\,\mathrm{Re}(\bar a b)=2|a|^2\,\mathrm{Re}\,z,\qquad \langle\psi|\sigma_y|\psi\rangle=2\,\mathrm{Im}(\bar a b)=2|a|^2\,\mathrm{Im}\,z,$$

$$\langle\psi|\sigma_z|\psi\rangle=|a|^2-|b|^2=|a|^2(1-|z|^2),\qquad \langle\psi|\psi\rangle=|a|^2(1+|z|^2).$$

Dividing each of the first three by the last gives the components of $\mathbf n$. The theorem is written without the division, as $\langle\psi|\sigma_k|\psi\rangle=n_k\langle\psi|\psi\rangle$ with `k` running over 0, 1, 2. For a normalised spinor, $n_k$ is the expectation value of $\sigma_k$ itself, and the spin component is half of that.

In the proof, `hb` is the substitution $b=za$, and `hD` records that $1+|z|^2$ is nonzero. The facts `hN`, `hre` and `him` express $|z|^2$, $\mathrm{Re}\,z$ and $\mathrm{Im}\,z$ through $z$ and its conjugate, so that each of the three cases becomes an algebraic identity.

```lean
/-- For a spinor `(a, b)` with `a ≠ 0`, each `⟨ψ|σₖ|ψ⟩` is `⟨ψ|ψ⟩` times the `k`-th component of
the sphere point with stereographic coordinate `b/a`. -/
theorem spin_expectation (ψ : Fin 2 → ℂ) (ha : ψ 0 ≠ 0) (k : Fin 3) :
    star ψ ⬝ᵥ (pauli k *ᵥ ψ) = (bloch (ψ 1 / ψ 0) k : ℂ) * (star ψ ⬝ᵥ ψ) := by
  obtain ⟨z, hz⟩ : ∃ z, z = ψ 1 / ψ 0 := ⟨_, rfl⟩
  have hb : ψ 1 = z * ψ 0 := by rw [hz]; field_simp
  rw [← hz]
  have hD : (1 + (normSq z : ℂ)) ≠ 0 := by
    have h : 1 + normSq z ≠ 0 := by linarith [normSq_nonneg z]
    exact_mod_cast h
  -- real part, imaginary part and modulus in terms of z and its conjugate
  have hN : (normSq z : ℂ) = conj z * z := normSq_eq_conj_mul_self
  have hre : (z.re : ℂ) = (z + conj z) / 2 := by
    rw [Complex.add_conj]; push_cast; ring
  have him : (z.im : ℂ) = -I * (z - conj z) / 2 := by
    rw [Complex.sub_conj]; push_cast; linear_combination (z.im : ℂ) * I_sq
  fin_cases k <;>
    simp [pauli, bloch, Matrix.mulVec, dotProduct, Fin.sum_univ_two, hb] <;>
    field_simp <;> simp only [hre, him, hN] <;> ring
```

Q: The title of my lecture would be "precession". Does the Riccati equation really contain $\mathbf n'=\mathbf B\times\mathbf n$?

A: It implies it. Write $z=x+iy$ with $x$, $y$ real, and $N=|z|^2=x^2+y^2$. The real and imaginary parts of the Riccati equation are

$$x'=\tfrac12B_y-B_z y-B_x xy+\tfrac12B_y(x^2-y^2),$$

$$y'=-\tfrac12B_x+B_z x+\tfrac12B_x(x^2-y^2)+B_y xy .$$

From $N'=2xx'+2yy'$ the $B_z$ terms drop out, and

$$N'=(1+N)(B_y x-B_x y).$$

This factor $1+N$ cancels one power of the denominator in the quotient rule. For the first component,

$$n_x'=\frac{2x'-2x(B_y x-B_x y)}{1+N}=\frac{B_y(1-N)-2B_z y}{1+N}=B_y n_z-B_z n_y .$$

In the same way,

$$n_y'=\frac{2y'-2y(B_y x-B_x y)}{1+N}=\frac{2B_z x-B_x(1-N)}{1+N}=B_z n_x-B_x n_z,$$

$$n_z'=\frac{-2N'}{(1+N)^2}=\frac{2(B_x y-B_y x)}{1+N}=B_x n_y-B_y n_x .$$

These are the three components of $\mathbf B\times\mathbf n$, which Lean writes with `⨯₃`.

The code has the same order: `hx` and `hy` are the equations for $x'$ and $y'$, `hN` is the one for $N'$, and `hne` keeps the denominator away from zero. The three bullets at the end are the three quotient rules.

```lean
/-- If `z` solves the Riccati equation, the corresponding point `n` of the unit sphere
precesses about the field: `n' = B × n`. -/
theorem bloch_precession {B : ℝ → Fin 3 → ℝ} {z : ℝ → ℂ} {t : ℝ}
    (hz : SolvesRiccati B z t) :
    HasDerivAt (fun s => bloch (z s)) (B t ⨯₃ bloch (z t)) t := by
  unfold SolvesRiccati at hz
  -- real and imaginary parts of the Riccati equation
  have hx : HasDerivAt (fun s => (z s).re)
      (B t 1 / 2 - B t 2 * (z t).im - (B t 0 * (2 * (z t).re * (z t).im)
        - B t 1 * ((z t).re ^ 2 - (z t).im ^ 2)) / 2) t :=
    (reCLM.hasFDerivAt.comp_hasDerivAt t hz).congr_deriv (by simp [pow_two]; ring)
  have hy : HasDerivAt (fun s => (z s).im)
      (-(B t 0 / 2 - B t 2 * (z t).re - (B t 0 * ((z t).re ^ 2 - (z t).im ^ 2)
        + B t 1 * (2 * (z t).re * (z t).im)) / 2)) t :=
    (imCLM.hasFDerivAt.comp_hasDerivAt t hz).congr_deriv (by simp [pow_two]; ring)
  have hN : HasDerivAt (fun s => normSq (z s))
      ((1 + normSq (z t)) * (B t 1 * (z t).re - B t 0 * (z t).im)) t := by
    simp only [normSq_apply]
    exact ((hx.fun_mul hx).fun_add (hy.fun_mul hy)).congr_deriv (by ring)
  have hne : 1 + normSq (z t) ≠ 0 := by linarith [normSq_nonneg (z t)]
  -- quotient rule for each component
  refine hasDerivAt_pi.2 fun k => ?_
  fin_cases k
  · refine ((hx.const_mul 2).fun_div (hN.const_add 1) hne).congr_deriv ?_
    simp [cross_apply, bloch]
    field_simp
    simp only [normSq_apply]
    ring
  · refine ((hy.const_mul 2).fun_div (hN.const_add 1) hne).congr_deriv ?_
    simp [cross_apply, bloch]
    field_simp
    simp only [normSq_apply]
    ring
  · refine ((hN.const_sub 1).fun_div (hN.const_add 1) hne).congr_deriv ?_
    simp [cross_apply, bloch]
    field_simp
    simp only [normSq_apply]
    ring
```

Q: That theorem starts from $z$, not from $\psi$.

A: It does. To reach the expectation values of a given spinor you combine it with the two theorems about $b/a$. Since $a$ is continuous at $t$ and nonzero there, it stays nonzero nearby, so $\mathbf n$ agrees with the normalised expectation values around $t$ and has the same derivative.

Q: Show me a solution that I can recognise.

A: Take the constant field $\Omega$ along x again. The Riccati equation becomes $i z'=\tfrac12\Omega(1-z^2)$. Try $z=-iT$ with $T=\tan(\Omega t/2)$. Then $T'=\tfrac12\Omega(1+T^2)$, so

$$i z'=T'=\tfrac12\Omega(1+T^2)=\tfrac12\Omega(1-z^2).$$

This is the ratio for the spinor in the counter-example, which starts as spin up. The Bloch vector is $(0,-\sin\Omega t,\cos\Omega t)$, a rotation about x at angular frequency $\Omega$. The condition $\cos(\Omega t/2)\neq0$ again says that $a\neq0$.

In the proof, `hlin` differentiates the argument $\Omega t/2$, and `htan` applies the chain rule, using $\sin^2+\cos^2=1$ to turn $1/\cos^2$ into $1+\tan^2$. The last line uses $i^2=-1$.

```lean
/-- In a constant field `Ω` along x, `z(t) = -i tan(Ωt/2)` solves the Riccati equation at every
time with `cos(Ωt/2) ≠ 0`. -/
theorem riccati_constant_transverse (Ω t : ℝ) (hc : Real.cos (Ω * t / 2) ≠ 0) :
    SolvesRiccati (fun _ => ![Ω, 0, 0]) (fun s => -I * (Real.tan (Ω * s / 2) : ℂ)) t := by
  have hlin : HasDerivAt (fun s : ℝ => Ω * s / 2) (Ω / 2) t :=
    (((hasDerivAt_id t).const_mul Ω).div_const 2).congr_deriv (by ring)
  have htan : HasDerivAt (fun s : ℝ => Real.tan (Ω * s / 2))
      (Ω / 2 * (1 + Real.tan (Ω * t / 2) ^ 2)) t := by
    refine ((Real.hasDerivAt_tan hc).comp t hlin).congr_deriv ?_
    rw [Real.tan_eq_sin_div_cos]
    field_simp
    linear_combination (-Ω) * Real.sin_sq_add_cos_sq (Ω * t / 2)
  refine (htan.ofReal_comp.const_mul (-I)).congr_deriv ?_
  simp only [Matrix.cons_val]
  generalize Real.tan (Ω * t / 2) = T
  push_cast
  linear_combination (-I * Ω / 2 * T ^ 2) * I_sq

end

end SpinPrecessionRiccati
```

Q: What must I still argue before I apply this to a spin in my laboratory?

A: That the spin follows this Schrödinger equation at all: a pure state in a prescribed classical field, with no relaxation and no back-action on the source. For such a single isolated spin or qubit, one complex equation then gives the direction under any drive, as long as the spin-up amplitude stays nonzero. If the spin approaches the south pole, $|z|$ grows without bound, and a numerical integration can switch to the coordinate $1/z=a/b$, which stays finite there.

```lean
#print axioms SpinPrecessionRiccati.riccati_of_schrodinger
#print axioms SpinPrecessionRiccati.schrodinger_of_riccati
#print axioms SpinPrecessionRiccati.bloch_precession
#print axioms SpinPrecessionRiccati.riccati_constant_transverse
```

```
'SpinPrecessionRiccati.riccati_of_schrodinger' depends on axioms: [propext, Classical.choice, Quot.sound]
'SpinPrecessionRiccati.schrodinger_of_riccati' depends on axioms: [propext, Classical.choice, Quot.sound]
'SpinPrecessionRiccati.bloch_precession' depends on axioms: [propext, Classical.choice, Quot.sound]
'SpinPrecessionRiccati.riccati_constant_transverse' depends on axioms: [propext, Classical.choice, Quot.sound]
```
